# For positive total energy, the Dalitz region of three photons is a triangle

A system at rest with total energy W decays into three photons. Their energies E₀, E₁, E₂ add up to W, and their momenta p₀, p₁, p₂ add up to zero. Which energy triples are possible? In units with c = 1, a massless photon has energy |p|, so the question is which triples are the lengths of three vectors with zero sum.

```lean
import Mathlib

open Finset

namespace ThreePhotonDalitz

noncomputable section
```

Three vectors with zero sum lie in a plane, since each is minus the sum of the other two. The momenta are therefore taken in the Euclidean plane; this reduction from three-dimensional space is made here in words and not in Lean.

```lean
/-- The plane in which the three photon momenta lie. -/
abbrev Plane := EuclideanSpace ℝ (Fin 2)
```

A triple belongs to the region when suitable momenta exist. No inequality is built into the definition, and E is a function on the indices 0, 1, 2. Dalitz plots are often drawn in two pair masses squared; here the region sits in the plane E₀ + E₁ + E₂ = W of energy space.

```lean
/-- The Dalitz region at total energy `W`: the energy triples with sum `W` that are the
magnitudes of three planar momenta with zero vector sum. -/
def dalitzRegion (W : ℝ) : Set (Fin 3 → ℝ) :=
  {E | ∑ i, E i = W ∧ ∃ p : Fin 3 → Plane, (∀ i, ‖p i‖ = E i) ∧ ∑ i, p i = 0}
```

The corners will be the triples (0, W/2, W/2), (W/2, 0, W/2) and (W/2, W/2, 0). The word "vertex" in `softVertex` means such a corner, not an interaction vertex. A photon of zero energy is a limiting case, included so that the region is closed.

```lean
/-- The energy triple in which photon `i` has energy zero and the other two have `W / 2` each. -/
def softVertex (W : ℝ) (i : Fin 3) : Fin 3 → ℝ :=
  fun j => if j = i then 0 else W / 2
```

## No photon carries more than half the energy

Momentum balance gives pᵢ = −∑_{j≠i} pⱼ. By the triangle inequality,

|pᵢ| ≤ ∑_{j≠i} |pⱼ| = W − |pᵢ|,

so |pᵢ| ≤ W/2. The argument works for any finite number of momenta in any normed space, and it is stated that way. In the proof, `h3` is the inequality and `h4` the split of the total.

```lean
/-- If finitely many momenta sum to zero, the magnitude of each is at most half the sum of
all magnitudes. -/
theorem energy_le_half {ι V : Type*} [Fintype ι] [NormedAddCommGroup V]
    (p : ι → V) (hp : ∑ i, p i = 0) (i : ι) : ‖p i‖ ≤ (∑ j, ‖p j‖) / 2 := by
  classical
  have h1 := Finset.add_sum_erase univ p (mem_univ i)
  have h2 := Finset.add_sum_erase univ (fun j => ‖p j‖) (mem_univ i)
  rw [hp] at h1
  -- the other momenta together balance photon `i`
  have h3 : ‖p i‖ ≤ ∑ j ∈ univ.erase i, ‖p j‖ := by
    rw [eq_neg_of_add_eq_zero_left h1, norm_neg]
    exact norm_sum_le _ _
  have h4 : ‖p i‖ + ∑ j ∈ univ.erase i, ‖p j‖ = ∑ j, ‖p j‖ := h2
  linarith
```

## Building the momenta from the energies

Conversely, let a, b, c each be at most the sum of the other two. Adding these inequalities in pairs shows that all three are nonnegative. Try

p = (a, 0), q = (x, y), r = (−a − x, −y).

The required lengths are

x² + y² = b², (a + x)² + y² = c².

Subtraction gives 2ax = c² − a² − b², which fixes x if a > 0. A real y exists if −b ≤ x ≤ b, and this follows from

2a(b − x) = (a + b − c)(a + b + c) ≥ 0,

2a(b + x) = (b + c − a)(a + c − b) ≥ 0.

Then y = √(b² − x²). If a = 0, the inequalities force b = c, and x = b, y = 0 will do. The two products are the hints given to `nlinarith` in `hx1` and `hx2`.

```lean
/-- If each of three numbers is at most the sum of the other two, they are the magnitudes of
three planar momenta with zero vector sum. -/
theorem exists_planar_momenta (a b c : ℝ) (ha : a ≤ b + c) (hb : b ≤ a + c)
    (hc : c ≤ a + b) :
    ∃ p q r : Plane, ‖p‖ = a ∧ ‖q‖ = b ∧ ‖r‖ = c ∧ p + q + r = 0 := by
  have a0 : 0 ≤ a := by linarith
  have b0 : 0 ≤ b := by linarith
  have c0 : 0 ≤ c := by linarith
  -- components of the second momentum along and across the first
  have hxy : ∃ x y : ℝ, x ^ 2 + y ^ 2 = b ^ 2 ∧ (a + x) ^ 2 + y ^ 2 = c ^ 2 := by
    rcases a0.eq_or_lt with h | h
    · have hbc : b = c := by linarith
      refine ⟨b, 0, by ring, ?_⟩
      rw [← h, ← hbc]
      ring
    · obtain ⟨x, hx⟩ : ∃ x, x = (c ^ 2 - a ^ 2 - b ^ 2) / (2 * a) := ⟨_, rfl⟩
      have h2a : 0 < 2 * a := by linarith
      have hx1 : x ≤ b := by
        rw [hx, div_le_iff₀ h2a]
        nlinarith [mul_nonneg (sub_nonneg.2 hc) (add_nonneg (add_nonneg a0 b0) c0)]
      have hx2 : -b ≤ x := by
        rw [hx, le_div_iff₀ h2a]
        nlinarith [mul_nonneg (sub_nonneg.2 ha) (sub_nonneg.2 hb)]
      have hx3 : x * (2 * a) = c ^ 2 - a ^ 2 - b ^ 2 := by
        rw [hx]
        exact div_mul_cancel₀ _ h2a.ne'
      have hy : 0 ≤ b ^ 2 - x ^ 2 := by
        nlinarith [mul_nonneg (sub_nonneg.2 hx1) (sub_nonneg.2 hx2)]
      have hs := Real.sq_sqrt hy
      exact ⟨x, √(b ^ 2 - x ^ 2), by linarith, by linear_combination hs + hx3⟩
  obtain ⟨x, y, h1, h2⟩ := hxy
  have hn : ∀ u v : ℝ, ‖(!₂[u, v] : Plane)‖ = √(u ^ 2 + v ^ 2) := by
    intro u v
    simp [EuclideanSpace.norm_eq, Fin.sum_univ_two]
  refine ⟨!₂[a, 0], !₂[x, y], !₂[-(a + x), -y], ?_, ?_, ?_, ?_⟩
  · rw [hn, show a ^ 2 + (0 : ℝ) ^ 2 = a ^ 2 by ring, Real.sqrt_sq a0]
  · rw [hn, h1, Real.sqrt_sq b0]
  · rw [hn, neg_sq, neg_sq, h2, Real.sqrt_sq c0]
  · ext i
    fin_cases i <;> simp
```

When the energies sum to W, E₀ ≤ W/2 is the same as E₀ ≤ E₁ + E₂, and likewise for the others. The two directions therefore combine into an equivalence, valid for every real W. Nonnegative energies need not be assumed, because either side implies them.

```lean
/-- Three energies with sum `W` are the magnitudes of planar momenta with zero vector sum
if and only if none of them exceeds `W / 2`. -/
theorem mem_dalitzRegion_iff (W : ℝ) (E : Fin 3 → ℝ) :
    E ∈ dalitzRegion W ↔ ∑ i, E i = W ∧ ∀ i, E i ≤ W / 2 := by
  constructor
  · rintro ⟨hs, p, hp, h0⟩
    refine ⟨hs, fun i => ?_⟩
    have h := energy_le_half p h0 i
    simp only [hp] at h
    rwa [hs] at h
  · rintro ⟨hs, hle⟩
    have hs' := hs
    rw [Fin.sum_univ_three] at hs'
    obtain ⟨p, q, r, hp, hq, hr, h0⟩ := exists_planar_momenta (E 0) (E 1) (E 2)
      (by linarith [hle 0]) (by linarith [hle 1]) (by linarith [hle 2])
    refine ⟨hs, ![p, q, r], fun i => ?_, ?_⟩
    · fin_cases i
      · exact hp
      · exact hq
      · exact hr
    · rw [Fin.sum_univ_three]
      exact h0
```

## The corners and the filled triangle

Give corner k the weight wₖ. Photon j has energy W/2 at every corner except its own, so the weighted sum has j-th entry

(∑ₖ wₖ − wⱼ) W/2.

```lean
/-- In a weighted sum of the three corner triples, the energy of photon `j` is `W / 2` times
the total weight of the other two corners. -/
theorem sum_softVertex (W : ℝ) (w : Fin 3 → ℝ) (j : Fin 3) :
    (∑ k, w k • softVertex W k) j = (∑ k, w k - w j) * (W / 2) := by
  fin_cases j <;> simp [Fin.sum_univ_three, softVertex] <;> ring
```

If the weights sum to zero and the weighted sum vanishes, then −wⱼ W/2 = 0, so every wⱼ is zero when W > 0. The corners are thus affinely independent, and the triangle is not degenerate.

```lean
/-- For positive total energy the three corner triples are affinely independent. -/
theorem softVertex_affineIndependent {W : ℝ} (hW : 0 < W) :
    AffineIndependent ℝ (softVertex W) := by
  rw [affineIndependent_iff_of_fintype]
  intro w hw h i
  have hsum : ∑ k, w k • softVertex W k = 0 := by
    rw [Finset.weightedVSub_eq_linear_combination] at h
    · exact h
    · exact hw
  have hi := congrFun hsum i
  rw [sum_softVertex, hw, Pi.zero_apply] at hi
  rcases mul_eq_zero.1 hi with h' | h' <;> linarith
```

For an allowed triple take wᵢ = 1 − 2Eᵢ/W. These weights are nonnegative by the energy bounds, and they sum to 3 − 2 = 1. The weighted sum of corners has entries

(1 − wⱼ) W/2 = Eⱼ,

so E lies in the convex hull. Conversely, the corners satisfy the sum rule and the bounds, and both survive convex mixing; `convexHull_min` then gives the other inclusion.

```lean
/-- For positive total energy the Dalitz region of three photons is the filled triangle whose
corners are the triples with one photon of zero energy and two of energy `W / 2`. -/
theorem dalitzRegion_eq_triangle {W : ℝ} (hW : 0 < W) :
    dalitzRegion W = convexHull ℝ (Set.range (softVertex W)) := by
  apply Set.Subset.antisymm
  · intro E hE
    obtain ⟨hs, hle⟩ := (mem_dalitzRegion_iff W E).1 hE
    -- barycentric weights of the point `E`
    have hsum : ∑ i, (1 - 2 * E i / W) = 1 := by
      rw [Fin.sum_univ_three] at hs ⊢
      field_simp
      linarith
    have hcomb : ∑ i, (1 - 2 * E i / W) • softVertex W i = E := by
      ext j
      rw [sum_softVertex W (fun i => 1 - 2 * E i / W) j, hsum]
      have h : 2 * E j / W * W = 2 * E j := div_mul_cancel₀ _ hW.ne'
      linear_combination h / 2
    rw [← hcomb]
    refine (convex_convexHull ℝ _).sum_mem (fun i _ => ?_) hsum
      (fun i _ => subset_convexHull ℝ _ (Set.mem_range_self i))
    have h : 2 * E i / W ≤ 1 := (div_le_one hW).2 (by linarith [hle i])
    linarith
  · refine convexHull_min ?_ ?_
    · rintro _ ⟨i, rfl⟩
      refine (mem_dalitzRegion_iff W _).2 ⟨?_, fun j => ?_⟩
      · fin_cases i <;> simp [Fin.sum_univ_three, softVertex]
      · unfold softVertex
        split_ifs <;> linarith
    · -- the energy bounds are linear, so they survive mixing
      intro x hx y hy a b ha hb hab
      rw [mem_dalitzRegion_iff] at hx hy ⊢
      refine ⟨?_, fun j => ?_⟩
      · simp only [Pi.add_apply, Pi.smul_apply, smul_eq_mul, Finset.sum_add_distrib,
          ← Finset.mul_sum, hx.1, hy.1]
        linear_combination W * hab
      · simp only [Pi.add_apply, Pi.smul_apply, smul_eq_mul]
        have h1 := mul_le_mul_of_nonneg_left (hx.2 j) ha
        have h2 := mul_le_mul_of_nonneg_left (hy.2 j) hb
        have h3 : a * (W / 2) + b * (W / 2) = W / 2 := by linear_combination (W / 2) * hab
        linarith
```

For the decay of orthopositronium at rest into three photons, this triangle is the integration range for the energies; the theorem is purely kinematic and says nothing about the decay rate within it.

## Pair masses and the edges

In any real inner product space, let p + q + r = 0 and W = |p| + |q| + |r|. The squared invariant mass of the pair p, q is

(|p| + |q|)² − |p + q|² = 2(|p||q| − p·q).

Since |p + q| = |r|, it also equals

(W − |r|)² − |r|² = W(W − 2|r|).

The Lean proof substitutes r = −(p + q) and expands |p + q|².

```lean
variable {V : Type*} [NormedAddCommGroup V] [InnerProductSpace ℝ V]

/-- For three massless momenta with zero sum, the squared invariant mass of the pair `p`, `q`
is `W (W - 2 ‖r‖)`, where `W` is the total energy. -/
theorem pair_invariant_mass (p q r : V) (h : p + q + r = 0) :
    2 * (‖p‖ * ‖q‖ - inner ℝ p q) =
      (‖p‖ + ‖q‖ + ‖r‖) * ((‖p‖ + ‖q‖ + ‖r‖) - 2 * ‖r‖) := by
  rw [eq_neg_of_add_eq_zero_right h, norm_neg]
  linear_combination norm_add_sq_real p q
```

The edge |r| = W/2 means |p + q| = |p| + |q|. This is equality in the triangle inequality, which holds exactly when p and q point the same way or one of them is zero. For W > 0, the second case gives the two corners at the ends of this edge.

```lean
/-- For three momenta with zero sum, the third photon carries half the total energy if and only
if the other two momenta lie on the same ray (a zero momentum lies on every ray). -/
theorem edge_iff_sameRay (p q r : V) (h : p + q + r = 0) :
    ‖r‖ = (‖p‖ + ‖q‖ + ‖r‖) / 2 ↔ SameRay ℝ p q := by
  rw [sameRay_iff_norm_add, eq_neg_of_add_eq_zero_right h, norm_neg]
  constructor <;> intro h' <;> linarith

end

end ThreePhotonDalitz
```

```lean
#print axioms ThreePhotonDalitz.softVertex_affineIndependent
-- 'ThreePhotonDalitz.softVertex_affineIndependent' depends on axioms: [propext, Classical.choice, Quot.sound]
#print axioms ThreePhotonDalitz.dalitzRegion_eq_triangle
-- 'ThreePhotonDalitz.dalitzRegion_eq_triangle' depends on axioms: [propext, Classical.choice, Quot.sound]
#print axioms ThreePhotonDalitz.pair_invariant_mass
-- 'ThreePhotonDalitz.pair_invariant_mass' depends on axioms: [propext, Classical.choice, Quot.sound]
#print axioms ThreePhotonDalitz.edge_iff_sameRay
-- 'ThreePhotonDalitz.edge_iff_sameRay' depends on axioms: [propext, Classical.choice, Quot.sound]
```
